# Even-order coefficients of the squared moment series of a semicircular density of states

The lemma `coeff_sq_even` concerns the formal power series whose coefficient of order 2k is aᵏCₖ, with Cₖ the k-th Catalan number, and whose odd coefficients vanish. For a > 0 these coefficients are the moments of a normalised semicircular density of states with mean zero and variance a, though the lemma itself is purely algebraic and holds for every real a. It states that the coefficient of order 2k in the square of the series is aᵏCₖ₊₁. The attempt writes this coefficient as a sum over pairs of orders adding up to 2k, and Cₖ₊₁ as a sum of products CᵢCⱼ over pairs with i + j = k. It then matches the two sums by sending (i, j) to (2i, 2j), the pairs of odd orders contributing nothing.

As first written in Lean, the proof fails:

```lean
import Mathlib

open PowerSeries

namespace CoeffSqEven

noncomputable section

/-- The even power series whose coefficient of order `2k` is `a ^ k` times the `k`-th Catalan
number. -/
def catalanEven (a : ℝ) : ℝ⟦X⟧ :=
  PowerSeries.mk fun n => if Even n then a ^ (n / 2) * (catalan (n / 2) : ℝ) else 0

lemma coeff_even (a : ℝ) (k : ℕ) : coeff (2 * k) (catalanEven a) = a ^ k * (catalan k : ℝ) := by
  have h : 2 * k / 2 = k := by omega
  rw [catalanEven, coeff_mk, if_pos (even_two_mul k), h]

lemma coeff_odd (a : ℝ) (k : ℕ) : coeff (2 * k + 1) (catalanEven a) = 0 := by
  have h : ¬ Even (2 * k + 1) := by rw [Nat.even_iff]; omega
  rw [catalanEven, coeff_mk, if_neg h]

lemma coeff_sq_even (a : ℝ) (k : ℕ) :
    coeff (2 * k) (catalanEven a ^ 2) = a ^ k * (catalan (k + 1) : ℝ) := by
  rw [sq, coeff_mul, catalan_succ', Nat.cast_sum, Finset.mul_sum]
  symm
  -- only pairs of even orders contribute
  apply Finset.sum_of_injOn (fun p : ℕ × ℕ => (2 * p.1, 2 * p.2))
  · rintro ⟨i, j⟩ _ ⟨m, l⟩ _ h
    simp only [Prod.mk.injEq] at h ⊢
    omega
  · rintro ⟨i, j⟩ h
    have h' : i + j = k := Finset.mem_antidiagonal.mp (Finset.mem_coe.mp h)
    exact Finset.mem_coe.mpr
      (Finset.mem_antidiagonal.mpr (show 2 * i + 2 * j = 2 * k by omega))
  · rintro ⟨i, j⟩ h hn
    have h' : i + j = 2 * k := Finset.mem_antidiagonal.mp h
    obtain ⟨m, rfl | rfl⟩ := Nat.even_or_odd' i
    · exact (hn ⟨(m, k - m), Finset.mem_coe.mpr
          (Finset.mem_antidiagonal.mpr (show m + (k - m) = k by omega)),
        by simp only [Prod.mk.injEq, true_and]; omega⟩).elim
    · simp only [coeff_odd, zero_mul]
  · rintro ⟨i, j⟩ h
    have h' : i + j = k := Finset.mem_antidiagonal.mp h
    subst h'
    simp only [coeff_even, Nat.cast_mul, pow_add]
    ring

end

end CoeffSqEven
```

Lean reports:

```
Main.lean:32:27: error: Type mismatch
  Finset.mem_antidiagonal.mp (Finset.mem_coe.mp ?m.167)
has type
  ?m.163.1 ∈ ?m.154 ∧ ?m.163.2 ∈ ?m.155 ∧ ?m.163.1 + ?m.163.2 = ?m.158
but is expected to have type
  i + j = k
Main.lean:32:73: error: Application type mismatch: The argument
  h
has type
  (i, j) ∈ ↑(Finset.HasAntidiagonal.antidiagonal k)
but is expected to have type
  ?m.163 ∈ ↑(Finset.antidiagonal ?m.156 ?m.157 ?m.158)
in the application
  Finset.mem_coe.mp h
Main.lean:36:31: error: Type mismatch
  Finset.mem_antidiagonal.mp ?m.206
has type
  ?m.203.1 ∈ ?m.198 ∧ ?m.203.2 ∈ ?m.199 ∧ ?m.203.1 + ?m.203.2 = ?m.202
but is expected to have type
  i + j = 2 * k
Main.lean:36:58: error: Application type mismatch: The argument
  h
has type
  (i, j) ∈ Finset.HasAntidiagonal.antidiagonal (2 * k)
but is expected to have type
  ?m.203 ∈ Finset.antidiagonal ?m.200 ?m.201 ?m.202
in the application
  Finset.mem_antidiagonal.mp h
Main.lean:43:27: error: Type mismatch
  Finset.mem_antidiagonal.mp ?m.237
has type
  ?m.234.1 ∈ ?m.229 ∧ ?m.234.2 ∈ ?m.230 ∧ ?m.234.1 + ?m.234.2 = ?m.233
but is expected to have type
  i + j = k
Main.lean:43:54: error: Application type mismatch: The argument
  h
has type
  (i, j) ∈ Finset.HasAntidiagonal.antidiagonal k
but is expected to have type
  ?m.234 ∈ Finset.antidiagonal ?m.231 ?m.232 ?m.233
in the application
  Finset.mem_antidiagonal.mp h
```

The name `Finset.mem_antidiagonal` refers here to a lemma about a different set from the one in the proof. Its `Finset.antidiagonal` depends on two sets and a total, and membership means that each component lies in its set and that the components add up to the total. The two sets are implicit: the three arguments printed in the messages are a proof about each set, followed by the total. The sums in the proof run over `Finset.HasAntidiagonal.antidiagonal`, which is given only the total.

Each of the three failing `have` lines therefore gives two errors. The lemma yields a threefold conjunction where a single equation such as `i + j = k` is expected, and the hypothesis `h`, passed directly or through `Finset.mem_coe`, is about the wrong kind of set.

The repair uses `Finset.HasAntidiagonal.mem_antidiagonal` instead, which says that a pair belongs to the set exactly when its components add up to the total. The two `.mpr` uses draw no message of their own, but they prove membership in the same kind of set and so need the same change. The new line break in the first `have` is only layout.

Fix (accepted with no message):

```diff
@@ -30,16 +30,17 @@
     omega
   · rintro ⟨i, j⟩ h
-    have h' : i + j = k := Finset.mem_antidiagonal.mp (Finset.mem_coe.mp h)
+    have h' : i + j = k :=
+      Finset.HasAntidiagonal.mem_antidiagonal.mp (Finset.mem_coe.mp h)
     exact Finset.mem_coe.mpr
-      (Finset.mem_antidiagonal.mpr (show 2 * i + 2 * j = 2 * k by omega))
+      (Finset.HasAntidiagonal.mem_antidiagonal.mpr (show 2 * i + 2 * j = 2 * k by omega))
   · rintro ⟨i, j⟩ h hn
-    have h' : i + j = 2 * k := Finset.mem_antidiagonal.mp h
+    have h' : i + j = 2 * k := Finset.HasAntidiagonal.mem_antidiagonal.mp h
     obtain ⟨m, rfl | rfl⟩ := Nat.even_or_odd' i
     · exact (hn ⟨(m, k - m), Finset.mem_coe.mpr
-          (Finset.mem_antidiagonal.mpr (show m + (k - m) = k by omega)),
+          (Finset.HasAntidiagonal.mem_antidiagonal.mpr (show m + (k - m) = k by omega)),
         by simp only [Prod.mk.injEq, true_and]; omega⟩).elim
     · simp only [coeff_odd, zero_mul]
   · rintro ⟨i, j⟩ h
-    have h' : i + j = k := Finset.mem_antidiagonal.mp h
+    have h' : i + j = k := Finset.HasAntidiagonal.mem_antidiagonal.mp h
     subst h'
     simp only [coeff_even, Nat.cast_mul, pow_add]
```
